# The characteristic polynomial of the RPA matrix at ω is that of (A − B)(A + B) at ω²

In the random-phase approximation, excitation frequencies are eigenvalues of the block matrix [[A, B], [−B, −A]], which acts on pairs of excitation and de-excitation amplitudes. The theorem says that the characteristic polynomial of this matrix at ω equals that of the half-size product (A − B)(A + B) at ω². Here A and B are any real square matrices over the same finite index set; neither symmetry nor stability is assumed. The proof compares the two polynomials at every nonzero real number, which is enough because there are infinitely many. At each such value it passes to sums and differences of amplitudes, which makes the diagonal blocks multiples of the identity, and then evaluates the determinant by block elimination.

In Lean, a first try:

```lean
import Mathlib

open Matrix Polynomial Module

namespace CharpolyRpaMatrix

variable {n : Type*} [Fintype n] [DecidableEq n]

/-- The RPA matrix `[[A, B], [-B, -A]]` acting on pairs of excitation and de-excitation
amplitudes. -/
def rpaMatrix (A B : Matrix n n ℝ) : Matrix (n ⊕ n) (n ⊕ n) ℝ :=
  fromBlocks A B (-B) (-A)

/-- The characteristic polynomial of the RPA matrix at `ω` is that of the half-size product
`(A - B)(A + B)` at `ω²`. -/
theorem charpoly_rpaMatrix (A B : Matrix n n ℝ) :
    (rpaMatrix A B).charpoly = ((A - B) * (A + B)).charpoly.comp (X ^ 2) := by
  have hs : ∀ t : ℝ, Matrix.scalar n t = t • (1 : Matrix n n ℝ) := by
    intro t; ext i j; simp [Matrix.scalar_apply, diagonal_apply, one_apply]
  -- elimination in the off-diagonal block form
  have h2 : ∀ (S K : Matrix n n ℝ) (t : ℝ), t ≠ 0 →
      (fromBlocks (t • 1) (-S) (-K) (t • 1)).det = (t ^ 2 • 1 - S * K).det := by
    intro S K t ht
    have h : fromBlocks (t • 1) (-S) (-K) (t • 1) * fromBlocks (t • 1) 0 K 1 =
        fromBlocks (t ^ 2 • 1 - S * K) (-S) 0 (t • (1 : Matrix n n ℝ)) := by
      rw [fromBlocks_multiply, fromBlocks_inj]
      refine ⟨?_, ?_, ?_, ?_⟩ <;> simp [pow_two, smul_smul, sub_eq_add_neg]
    have hd := congrArg Matrix.det h
    rw [det_mul, det_fromBlocks_zero₁₂, det_fromBlocks_zero₂₁, det_one, mul_one] at hd
    have h0 : (t • (1 : Matrix n n ℝ)).det ≠ 0 := by
      rw [det_smul, det_one, mul_one]; exact pow_ne_zero _ ht
    exact mul_right_cancel₀ h0 hd
  -- it suffices to compare values at nonzero frequencies
  refine Polynomial.eq_of_infinite_eval_eq _ _
    ((Set.finite_singleton (0 : ℝ)).infinite_compl.mono ?_)
  intro t ht
  have ht0 : t ≠ 0 := ht
  have hM : Matrix.scalar (n ⊕ n) t - rpaMatrix A B =
      fromBlocks (t • 1 - A) (-B) B (t • 1 + A) := by
    ext (i | i) (j | j) <;>
      simp [rpaMatrix, Matrix.scalar_apply, diagonal_apply, one_apply]
  -- sums and differences of amplitudes bring the matrix to off-diagonal form
  have h1 : fromBlocks 1 1 1 (-1) * fromBlocks (t • 1 - A) (-B) B (t • 1 + A) =
      fromBlocks (t • 1) (-(A - B)) (-(A + B)) (t • 1) *
        fromBlocks 1 1 1 (-1 : Matrix n n ℝ) := by
    rw [fromBlocks_multiply, fromBlocks_multiply, fromBlocks_inj]
    refine ⟨?_, ?_, ?_, ?_⟩ <;> simp only [one_mul, mul_one, neg_mul, mul_neg] <;> abel
  have hT : (fromBlocks 1 1 1 (-1 : Matrix n n ℝ)).det ≠ 0 := by
    have h : (-1 - 1 * 1 : Matrix n n ℝ) = (-2 : ℝ) • 1 := by
      rw [mul_one]; module
    rw [det_fromBlocks_one₁₁, h, det_smul, det_one, mul_one]
    exact pow_ne_zero _ (by norm_num)
  have hd := congrArg Matrix.det h1
  rw [det_mul, det_mul, mul_comm] at hd
  change eval t _ = eval t _
  rw [eval_comp, eval_pow, eval_X, Matrix.eval_charpoly, Matrix.eval_charpoly, hM, hs,
    mul_right_cancel₀ hT hd, h2 _ _ t ht0]

end CharpolyRpaMatrix
```

The error:

```
Main.lean:48:24: error: typeclass instance problem is stuck
  OfNat (Matrix ?m.687 ?m.687 ℝ) 1

Note: Lean will not try to resolve this typeclass instance problem because the first type argument to `OfNat` contains metavariables. This argument must be fully determined before Lean will try to resolve the typeclass.

Hint: Adding type annotations and supplying implicit arguments to functions can give Lean more information for typeclass resolution. For example, if you have a variable `x` that you intend to be a `Nat`, but Lean reports it as having an unresolved type like `?m`, replacing `x` with `(x : Nat)` can get typeclass resolution un-stuck.
numerals are polymorphic in Lean, but the numeral `1` cannot be used in a context where the expected type is
  Matrix ?m.687 ?m.687 ℝ
due to the absence of the instance above
```

The error is at the first `1` in the statement of `hT`, which says that the matrix of the change to sums and differences has nonzero determinant. `fromBlocks` allows blocks of different sizes. The annotation on the last block, `(-1 : Matrix n n ℝ)`, fixes only the rows of the lower blocks and the columns of the right-hand blocks. Since `det` needs a square matrix, the upper-left block must be square too, but nothing says over which index type. Lean therefore has to read `1` as a `Matrix ?m.687 ?m.687 ℝ` with the index type unknown, and it will not look for the `OfNat` instance that gives the numeral its meaning.

The repair writes the first block as `(1 : Matrix n n ℝ)`. This fixes the missing index type, and with it the sizes of the two off-diagonal blocks, so all the numerals can be read as `n` by `n` matrices. The proof of `hT` is unchanged.

The mended proof, as a diff:

```diff
@@ -46,5 +46,5 @@
     rw [fromBlocks_multiply, fromBlocks_multiply, fromBlocks_inj]
     refine ⟨?_, ?_, ?_, ?_⟩ <;> simp only [one_mul, mul_one, neg_mul, mul_neg] <;> abel
-  have hT : (fromBlocks 1 1 1 (-1 : Matrix n n ℝ)).det ≠ 0 := by
+  have hT : (fromBlocks (1 : Matrix n n ℝ) 1 1 (-1 : Matrix n n ℝ)).det ≠ 0 := by
     have h : (-1 - 1 * 1 : Matrix n n ℝ) = (-2 : ℝ) • 1 := by
       rw [mul_one]; module
```
